# Coupled integer spins with $J_z=0$ and odd $p+q+L$ have no $|p,0\rangle|q,0\rangle$ component

Without a parity rule, rounding noise in a coefficient $\langle p0;q0|L0\rangle$ can pass for a weak coupling. Such coefficients enter electron-repulsion integrals over atomic orbitals; here the spins $p,q$ (often $j_1,j_2$) are integers. If $J_zv=0$, $J^2v=L(L+1)v$ (with $\hbar=1$) and $p+q+L$ is odd, then $v_0=0$, where $v_m$ is the component along $|p,m\rangle|q,-m\rangle$.

## Moments that isolate $m=0$

Only the $v_m$ survive $J_zv=0$. Put $w_m=[(p+m)!(p-m)!(q+m)!(q-m)!]^{-1/2}$ and $M[F]=\sum_m w_mF(m)v_m$. The weights absorb the ladder square roots, so $J^2$ sends $w_mF(m)$ to $w_m(DF)(m)$:

$$\begin{aligned}DF(m)={}&(p-m)(q-m)F(m+1)+(p+m)(q+m)F(m-1)\\&+[p(p+1)+q(q+1)-2m^2]F(m).\end{aligned}$$

Symmetry of $J^2$ gives $M[DF]=L(L+1)M[F]$.

Let $\psi_k=\prod_{j=1}^k(m^2-j^2)$, $\varphi_k=m^2\psi_k$ and $\varphi_{-1}=1$. Expansion gives $D1=(p+q)(p+q+1)$. For $k\ge1$, $(m\pm1)\psi_k(m\pm1)=(m\pm k)(m\pm(k+1))m\psi_{k-1}(m)$; substituting this, and directly for $k=0$,

$$D\varphi_k=r(r+1)\varphi_k+2(p-k)(q-k)(k+1)(2k+1)\varphi_{k-1},$$

with $r=p+q-2k-2$. Parity excludes $L=p+q$ and $L=r$, so $M[1]=0$ and, inductively, $M[\varphi_k]=0$ while $r\ge0$. The bound justifies cancelling the factor $L(L+1)-r(r+1)$ in the induction: a negative $r=-L-1$ passes the parity check yet makes this factor zero.

Now $\psi_{k+1}=\varphi_k-(k+1)^2\psi_k$ yields $M[\psi_k]=0$ for $2k\le p+q$. At $k=\min(p,q)$, $\psi_k$ vanishes at every allowed $m\ne0$, leaving $w_0\psi_k(0)v_0=0$. Hence $v_0=0$.

For $p=q=L=1$, ordering $m=1,0,-1$,

$$\begin{pmatrix}2&2&0\\2&4&2\\0&2&2\end{pmatrix}\frac1{\sqrt2}\begin{pmatrix}1\\0\\-1\end{pmatrix}=\frac2{\sqrt2}\begin{pmatrix}1\\0\\-1\end{pmatrix}.$$

## Spin matrices and weights

Index `i` means $m=i-s$; `total` adds the two spins' operators. Identifying these matrices with orbital operators remains a separate step.

In Lean 4 with Mathlib:

```lean
import Mathlib

open Matrix
open scoped Kronecker

namespace ParityZeros

noncomputable section

/-- The matrix element `√(s(s+1) - m(m+1))` of the raising operator, with `m = n - s`. -/
def ladder (s n : ℕ) : ℝ := √((s : ℝ) * (s + 1) - ((n : ℝ) - s) * ((n : ℝ) - s + 1))

/-- `J_z` of an integer spin `s`; the basis index `i` carries `m = i - s`. -/
def Jz (s : ℕ) : Matrix (Fin (2 * s + 1)) (Fin (2 * s + 1)) ℂ :=
  Matrix.diagonal fun i => ((i : ℕ) : ℂ) - s

/-- The raising operator `J₊` of an integer spin `s`. -/
def Jp (s : ℕ) : Matrix (Fin (2 * s + 1)) (Fin (2 * s + 1)) ℂ :=
  Matrix.of fun i j => if (i : ℕ) = (j : ℕ) + 1 then (ladder s j : ℂ) else 0

/-- The lowering operator `J₋`, the transpose of the real matrix `J₊`. -/
def Jm (s : ℕ) : Matrix (Fin (2 * s + 1)) (Fin (2 * s + 1)) ℂ := (Jp s)ᵀ

/-- The total operator `A ⊗ 1 + 1 ⊗ B` of two spins. -/
def total {p q : ℕ} (A : Matrix (Fin (2 * p + 1)) (Fin (2 * p + 1)) ℂ)
    (B : Matrix (Fin (2 * q + 1)) (Fin (2 * q + 1)) ℂ) :
    Matrix (Fin (2 * p + 1) × Fin (2 * q + 1)) (Fin (2 * p + 1) × Fin (2 * q + 1)) ℂ :=
  A ⊗ₖ 1 + 1 ⊗ₖ B

/-- Total `J² = J_z² + (J₊J₋ + J₋J₊)/2`. -/
def Jsq (p q : ℕ) :
    Matrix (Fin (2 * p + 1) × Fin (2 * q + 1)) (Fin (2 * p + 1) × Fin (2 * q + 1)) ℂ :=
  total (Jz p) (Jz q) * total (Jz p) (Jz q) + (1 / 2 : ℂ) •
    (total (Jp p) (Jp q) * total (Jm p) (Jm q) + total (Jm p) (Jm q) * total (Jp p) (Jp q))

/-- The index of the state `m = 0`. -/
def mid (s : ℕ) : Fin (2 * s + 1) := ⟨s, by omega⟩
```

`reduced` is $D$ before restriction to $J_z=0$; `moment` is $M$.

```lean
/-- The weight `1/√(n!(2s-n)!)`, for `n ≤ 2s`. -/
def weight (s n : ℕ) : ℝ := (√(n.factorial : ℝ) * √((2 * s - n).factorial : ℝ))⁻¹

/-- The one-spin vector with components weight times `f`. -/
def wv (s : ℕ) (f : ℂ → ℂ) : Fin (2 * s + 1) → ℂ := fun i => weight s i * f (i : ℕ)

/-- The two-spin vector with components weight times weight times `F`. -/
def tv (p q : ℕ) (F : ℂ → ℂ → ℂ) : Fin (2 * p + 1) × Fin (2 * q + 1) → ℂ :=
  fun x => weight p x.1 * weight q x.2 * F (x.1 : ℕ) (x.2 : ℕ)

/-- The difference operator that represents `J²` once the weights are split off. -/
def reduced (p q : ℕ) (F : ℂ → ℂ → ℂ) (x y : ℂ) : ℂ :=
  x * (2 * q - y) * F (x - 1) (y + 1) + y * (2 * p - x) * F (x + 1) (y - 1)
    + (p * (p + 1) + q * (q + 1) + 2 * (x - p) * (y - q)) * F x y

/-- The polynomial `(m² - 1²)(m² - 2²)⋯(m² - k²)`. -/
def psi (k : ℕ) (m : ℂ) : ℂ := ∏ j ∈ Finset.range k, (m ^ 2 - ((j : ℂ) + 1) ^ 2)

/-- The weighted moment of `v` with a function `F` of `m₁`. -/
def moment (p q : ℕ) (v : Fin (2 * p + 1) × Fin (2 * q + 1) → ℂ) (F : ℂ → ℂ) : ℂ :=
  tv p q (fun x _ => F (x - p)) ⬝ᵥ v
```

## From matrices to the recursion

`weight_step` removes the square roots; the next lemmas lift this to `Jsq`.

```lean
/-- The weights turn the square roots of the ladder operators into linear factors, for
`n < 2s`. -/
theorem weight_step (s n : ℕ) (h : n < 2 * s) :
    ladder s n * weight s n = (n + 1) * weight s (n + 1) ∧
    ladder s n * weight s (n + 1) = (2 * s - n) * weight s n := by
  obtain ⟨k, hk⟩ : ∃ k, 2 * s = n + 1 + k := ⟨2 * s - (n + 1), by omega⟩
  have hs : (2 : ℝ) * s = n + 1 + k := by exact_mod_cast hk
  have hc : ladder s n = √((n : ℝ) + 1) * √((k : ℝ) + 1) := by
    rw [ladder, ← Real.sqrt_mul (by positivity)]
    congr 1
    linear_combination ((n : ℝ) + 1) * hs
  have w0 : weight s n = (√(n.factorial : ℝ) * (√((k : ℝ) + 1) * √(k.factorial : ℝ)))⁻¹ := by
    rw [weight, show 2 * s - n = k + 1 by omega, Nat.factorial_succ k]
    push_cast
    rw [Real.sqrt_mul (by positivity)]
  have w1 : weight s (n + 1) =
      (√((n : ℝ) + 1) * √(n.factorial : ℝ) * √(k.factorial : ℝ))⁻¹ := by
    rw [weight, show 2 * s - (n + 1) = k by omega, Nat.factorial_succ n]
    push_cast
    rw [Real.sqrt_mul (by positivity)]
  have key : ∀ X Y A B : ℝ, 0 < X → 0 < Y → 0 < A → 0 < B →
      X * Y * (A * (Y * B))⁻¹ = X ^ 2 * (X * A * B)⁻¹ ∧
      X * Y * (X * A * B)⁻¹ = Y ^ 2 * (A * (Y * B))⁻¹ := by
    intro X Y A B hX hY hA hB
    constructor <;> field_simp
  have := key √((n : ℝ) + 1) √((k : ℝ) + 1) √(n.factorial : ℝ) √(k.factorial : ℝ)
    (by positivity) (by positivity) (by positivity) (by positivity)
  rw [Real.sq_sqrt (by positivity), Real.sq_sqrt (by positivity)] at this
  rw [hc, w0, w1, show (2 : ℝ) * s - n = k + 1 by linarith]
  exact this

lemma raise_wv (s : ℕ) (f : ℂ → ℂ) :
    Jp s *ᵥ wv s f = wv s (fun z => z * f (z + -1)) := by
  ext ⟨i, hi⟩
  simp only [Matrix.mulVec, dotProduct, Jp, Matrix.of_apply, wv]
  rcases i with _ | n
  · simp
  · rw [Finset.sum_eq_single (⟨n, by omega⟩ : Fin (2 * s + 1))]
    · have h := congrArg (fun r : ℝ => (r : ℂ)) (weight_step s n (by omega)).1
      push_cast at h
      simp only [↓reduceIte]
      push_cast
      rw [add_neg_cancel_right]
      linear_combination f n * h
    · intro j _ hj
      rw [if_neg, zero_mul]
      intro h
      have h' : n + 1 = (j : ℕ) + 1 := h
      exact hj (Fin.ext (by show (j : ℕ) = n; omega))
    · simp

lemma lower_wv (s : ℕ) (f : ℂ → ℂ) :
    Jm s *ᵥ wv s f = wv s (fun z => (2 * s - z) * f (z + 1)) := by
  ext ⟨i, hi⟩
  simp only [Matrix.mulVec, dotProduct, Jm, Matrix.transpose_apply, Jp, Matrix.of_apply, wv]
  by_cases hlt : i < 2 * s
  · rw [Finset.sum_eq_single (⟨i + 1, by omega⟩ : Fin (2 * s + 1))]
    · have h := congrArg (fun r : ℝ => (r : ℂ)) (weight_step s i hlt).2
      push_cast at h
      simp only [↓reduceIte]
      push_cast
      linear_combination f (i + 1) * h
    · intro j _ hj
      rw [if_neg, zero_mul]
      exact fun h => hj (Fin.ext h)
    · simp
  · obtain rfl : i = 2 * s := by omega
    rw [Finset.sum_eq_zero]
    · push_cast
      ring
    · intro j _
      rw [if_neg (by have := j.isLt; omega), zero_mul]

lemma total_mulVec {p q : ℕ} (A : Matrix (Fin (2 * p + 1)) (Fin (2 * p + 1)) ℂ)
    (B : Matrix (Fin (2 * q + 1)) (Fin (2 * q + 1)) ℂ)
    (u : Fin (2 * p + 1) × Fin (2 * q + 1) → ℂ) (i : Fin (2 * p + 1)) (j : Fin (2 * q + 1)) :
    (total A B *ᵥ u) (i, j) = (A *ᵥ fun k => u (k, j)) i + (B *ᵥ fun k => u (i, k)) j := by
  rw [total, Matrix.add_mulVec, Pi.add_apply]
  congr 1
  · simp [Matrix.mulVec, dotProduct, Fintype.sum_prod_type, Matrix.one_apply]
  · simp [Matrix.mulVec, dotProduct, Fintype.sum_prod_type_right, Matrix.one_apply]

lemma total_tv {p q : ℕ} {A : Matrix (Fin (2 * p + 1)) (Fin (2 * p + 1)) ℂ}
    {B : Matrix (Fin (2 * q + 1)) (Fin (2 * q + 1)) ℂ} {a b : ℂ → ℂ} {d : ℂ}
    (hA : ∀ f, A *ᵥ wv p f = wv p (fun z => a z * f (z + d)))
    (hB : ∀ f, B *ᵥ wv q f = wv q (fun z => b z * f (z + d))) (F : ℂ → ℂ → ℂ) :
    total A B *ᵥ tv p q F = tv p q (fun x y => a x * F (x + d) y + b y * F x (y + d)) := by
  ext ⟨i, j⟩
  have e1 : (fun k => tv p q F (k, j)) = wv p (fun z => weight q j * F z (j : ℕ)) := by
    funext k; simp only [tv, wv]; ring
  have e2 : (fun k => tv p q F (i, k)) = wv q (fun z => weight p i * F (i : ℕ) z) := by
    funext k; simp only [tv, wv]; ring
  rw [total_mulVec, e1, e2, hA, hB]
  simp only [tv, wv]
  ring

lemma diag_wv (s : ℕ) (f : ℂ → ℂ) :
    Jz s *ᵥ wv s f = wv s (fun z => (z - s) * f (z + 0)) := by
  ext i
  simp only [Jz, Matrix.mulVec_diagonal, wv, add_zero]
  ring

/-- On weighted vectors the total `J²` acts as the difference operator `reduced`. -/
theorem Jsq_tv (p q : ℕ) (F : ℂ → ℂ → ℂ) :
    Jsq p q *ᵥ tv p q F = tv p q (reduced p q F) := by
  simp only [Jsq, Matrix.add_mulVec, Matrix.smul_mulVec, ← Matrix.mulVec_mulVec,
    total_tv (diag_wv p) (diag_wv q), total_tv (raise_wv p) (raise_wv q),
    total_tv (lower_wv p) (lower_wv q)]
  ext ⟨i, j⟩
  simp only [tv, reduced, Pi.add_apply, Pi.smul_apply, smul_eq_mul, sub_eq_add_neg,
    add_neg_cancel_right, neg_add_cancel_right, add_zero]
  ring
```

Symmetry and `support` give the moment relation.

```lean
lemma Jsq_symm (p q : ℕ) : (Jsq p q)ᵀ = Jsq p q := by
  have ht : ∀ (A : Matrix (Fin (2 * p + 1)) (Fin (2 * p + 1)) ℂ)
      (B : Matrix (Fin (2 * q + 1)) (Fin (2 * q + 1)) ℂ), (total A B)ᵀ = total Aᵀ Bᵀ := by
    intro A B
    simp only [total, Matrix.transpose_add, ← Matrix.kroneckerMap_transpose,
      Matrix.transpose_one]
  simp only [Jsq, Matrix.transpose_add, Matrix.transpose_smul, Matrix.transpose_mul, ht, Jm,
    Matrix.transpose_transpose, Jz, Matrix.diagonal_transpose]

lemma support {p q : ℕ} {v : Fin (2 * p + 1) × Fin (2 * q + 1) → ℂ}
    (hz : total (Jz p) (Jz q) *ᵥ v = 0) (i : Fin (2 * p + 1)) (j : Fin (2 * q + 1)) :
    v (i, j) = 0 ∨ ((i : ℕ) : ℂ) - p + (((j : ℕ) : ℂ) - q) = 0 := by
  have h := congrFun hz (i, j)
  rw [total_mulVec] at h
  simp only [Jz, Matrix.mulVec_diagonal, Pi.zero_apply] at h
  rw [← add_mul] at h
  exact (mul_eq_zero.mp h).symm

/-- For a state with `J_z = 0` and `J² = c`, a relation between `F` and `G` under the
difference operator becomes a relation between their moments. -/
theorem moment_eigen {p q : ℕ} {v : Fin (2 * p + 1) × Fin (2 * q + 1) → ℂ} {c : ℂ}
    (hz : total (Jz p) (Jz q) *ᵥ v = 0) (hJ : Jsq p q *ᵥ v = c • v) (F G : ℂ → ℂ) (a b : ℂ)
    (h : ∀ m : ℂ, (p - m) * (q - m) * F (m + 1) + (p + m) * (q + m) * F (m - 1)
      + (p * (p + 1) + q * (q + 1) - 2 * m ^ 2) * F m = a * F m + b * G m) :
    (c - a) * moment p q v F = b * moment p q v G := by
  -- J² is symmetric, so it may act on the test vector instead of on v
  have h1 : tv p q (reduced p q fun x _ => F (x - p)) ⬝ᵥ v = c * moment p q v F := by
    rw [← Jsq_tv, ← Matrix.vecMul_transpose, Jsq_symm, ← Matrix.dotProduct_mulVec, hJ,
      dotProduct_smul, smul_eq_mul, moment]
  have h2 : tv p q (reduced p q fun x _ => F (x - p)) ⬝ᵥ v
      = a * moment p q v F + b * moment p q v G := by
    simp only [moment, dotProduct]
    rw [Finset.mul_sum, Finset.mul_sum, ← Finset.sum_add_distrib]
    refine Finset.sum_congr rfl ?_
    rintro ⟨i, j⟩ _
    rcases support hz i j with h0 | h0
    · simp [h0]
    · have hj : ((j : ℕ) : ℂ) = q - (((i : ℕ) : ℂ) - p) := by linear_combination h0
      simp only [tv, reduced]
      rw [show ((i : ℕ) : ℂ) - 1 - p = (i : ℕ) - p - 1 by ring,
        show ((i : ℕ) : ℂ) + 1 - p = (i : ℕ) - p + 1 by ring, hj]
      linear_combination (weight p i * weight q j * v (i, j) : ℂ) * h ((i : ℕ) - p)
  linear_combination h2 - h1
```

`psi_shift` supplies the shift identity, `gap` the unequal eigenvalues; induction does the rest.

```lean
lemma psi_succ (k : ℕ) (m : ℂ) : psi (k + 1) m = psi k m * (m ^ 2 - ((k : ℂ) + 1) ^ 2) :=
  Finset.prod_range_succ _ _

lemma psi_shift (k : ℕ) (m : ℂ) :
    (m + 1) * psi (k + 1) (m + 1) = (m + k + 1) * (m + k + 2) * m * psi k m ∧
    (m - 1) * psi (k + 1) (m - 1) = (m - k - 1) * (m - k - 2) * m * psi k m := by
  induction k with
  | zero =>
    constructor <;> simp only [psi, Finset.prod_range_succ, Finset.prod_range_zero] <;>
      push_cast <;> ring
  | succ k ih =>
    constructor
    · rw [psi_succ (k + 1), psi_succ k m]
      push_cast
      linear_combination ((m + 1) ^ 2 - ((k : ℂ) + 2) ^ 2) * ih.1
    · rw [psi_succ (k + 1), psi_succ k m]
      push_cast
      linear_combination ((m - 1) ^ 2 - ((k : ℂ) + 2) ^ 2) * ih.2

lemma psi_zero (n i p : ℕ) (h : i ≠ p) (h1 : i ≤ p + n) (h2 : p ≤ i + n) :
    psi n ((i : ℂ) - p) = 0 := by
  rcases lt_or_gt_of_ne h with g | g
  · obtain ⟨d, rfl⟩ : ∃ d, p = i + d + 1 := ⟨p - i - 1, by omega⟩
    exact Finset.prod_eq_zero (Finset.mem_range.mpr (by omega : d < n)) (by push_cast; ring)
  · obtain ⟨d, rfl⟩ : ∃ d, i = p + d + 1 := ⟨i - p - 1, by omega⟩
    exact Finset.prod_eq_zero (Finset.mem_range.mpr (by omega : d < n)) (by push_cast; ring)

lemma gap (L r : ℕ) (h : L ≠ r) : (L : ℂ) * (L + 1) - r * (r + 1) ≠ 0 := by
  intro e
  have e' : L * (L + 1) = r * (r + 1) := by exact_mod_cast sub_eq_zero.mp e
  rcases lt_or_gt_of_ne h with g | g <;> nlinarith

/-- For `J_z = 0`, `J² = L(L+1)` and `p + q + L` odd, the moment of `v` with
`(m² - 1²)⋯(m² - k²)` vanishes whenever `2k ≤ p + q`. -/
theorem even_moment_zero {p q L : ℕ} {v : Fin (2 * p + 1) × Fin (2 * q + 1) → ℂ}
    (hz : total (Jz p) (Jz q) *ᵥ v = 0) (hJ : Jsq p q *ᵥ v = ((L : ℂ) * (L + 1)) • v)
    (hodd : Odd (p + q + L)) (k : ℕ) (hk : 2 * k ≤ p + q) : moment p q v (psi k) = 0 := by
  obtain ⟨t, ht⟩ := hodd
  have one : moment p q v (fun _ => 1) = 0 := by
    have h := moment_eigen hz hJ (fun _ => 1) (fun _ => 1)
      (((p + q : ℕ) : ℂ) * ((p + q : ℕ) + 1)) 0 (by intro m; push_cast; ring)
    rw [zero_mul] at h
    exact (mul_eq_zero.mp h).resolve_left (gap L (p + q) (by omega))
  -- the recursion for the moments of m² (m² - 1²)⋯(m² - k²)
  have sq : ∀ k, 2 * (k + 1) ≤ p + q → moment p q v (fun m => m ^ 2 * psi k m) = 0 := by
    intro k
    induction k with
    | zero =>
      intro hk
      obtain ⟨r, hr⟩ : ∃ r, p + q = 2 + r := ⟨p + q - 2, by omega⟩
      have hr' : (r : ℂ) = p + q - 2 := by
        have : (p : ℂ) + q = 2 + r := by exact_mod_cast hr
        linear_combination -this
      have h := moment_eigen hz hJ (fun m => m ^ 2 * psi 0 m) (fun _ => 1)
        ((r : ℂ) * (r + 1)) (2 * p * q) (by
          intro m
          simp only [psi, Finset.prod_range_zero]
          rw [hr']
          ring)
      rw [one, mul_zero] at h
      exact (mul_eq_zero.mp h).resolve_left (gap L r (by omega))
    | succ k ih =>
      intro hk
      obtain ⟨r, hr⟩ : ∃ r, p + q = 2 * (k + 2) + r := ⟨p + q - 2 * (k + 2), by omega⟩
      have hr' : (r : ℂ) = p + q - 2 * (k + 2) := by
        have : (p : ℂ) + q = 2 * (k + 2) + r := by exact_mod_cast hr
        linear_combination -this
      have h := moment_eigen hz hJ (fun m => m ^ 2 * psi (k + 1) m) (fun m => m ^ 2 * psi k m)
        ((r : ℂ) * (r + 1)) (2 * (p - (k + 1)) * (q - (k + 1)) * (k + 2) * (2 * k + 3)) (by
          intro m
          rw [hr']
          linear_combination (p - m) * (q - m) * (m + 1) * (psi_shift k m).1
            + (p + m) * (q + m) * (m - 1) * (psi_shift k m).2
            + (p * (p + 1) + q * (q + 1) - 2 * m ^ 2
              - (p + q - 2 * (k + 2)) * (p + q - 2 * (k + 2) + 1)) * m ^ 2 * psi_succ k m)
      rw [ih (by omega), mul_zero] at h
      exact (mul_eq_zero.mp h).resolve_left (gap L r (by omega))
  induction k with
  | zero => simpa [moment, psi] using one
  | succ k ih =>
    have e : moment p q v (psi (k + 1)) = moment p q v (fun m => m ^ 2 * psi k m)
        - ((k : ℂ) + 1) ^ 2 * moment p q v (psi k) := by
      simp only [moment, dotProduct]
      rw [Finset.mul_sum, ← Finset.sum_sub_distrib]
      refine Finset.sum_congr rfl fun x _ => ?_
      simp only [tv, psi_succ]
      ring
    rw [e, sq k hk, ih (by omega)]
    ring

lemma weight_ne (s n : ℕ) : (weight s n : ℂ) ≠ 0 := by
  have h : 0 < weight s n := by unfold weight; positivity
  exact_mod_cast h.ne'
```

## The vanishing component

`hz` and `hJ` are the eigenvalue equations; `v` is complex and need not be normalised. `Finset.sum_eq_single` isolates $m=0$.

```lean
/-- Parity zero: if `J_z v = 0`, `J² v = L(L+1) v` and `p + q + L` is odd, then `v` has no
component along the product of the two `m = 0` states. -/
theorem parity_zero {p q L : ℕ} {v : Fin (2 * p + 1) × Fin (2 * q + 1) → ℂ}
    (hz : total (Jz p) (Jz q) *ᵥ v = 0) (hJ : Jsq p q *ᵥ v = ((L : ℂ) * (L + 1)) • v)
    (hodd : Odd (p + q + L)) : v (mid p, mid q) = 0 := by
  have h := even_moment_zero hz hJ hodd (min p q) (by omega)
  simp only [moment, dotProduct] at h
  -- only m = 0 survives in this moment
  rw [Finset.sum_eq_single (mid p, mid q)] at h
  · have h0 : psi (min p q) ((p : ℂ) - p) ≠ 0 := by
      rw [sub_self, psi, Finset.prod_ne_zero_iff]
      intro j _
      have hj : (j : ℂ) + 1 ≠ 0 := Nat.cast_add_one_ne_zero j
      rw [zero_pow two_ne_zero, zero_sub]
      exact neg_ne_zero.mpr (pow_ne_zero 2 hj)
    exact (mul_eq_zero.mp h).resolve_left
      (mul_ne_zero (mul_ne_zero (weight_ne p p) (weight_ne q q)) h0)
  · rintro ⟨i, j⟩ _ hne
    rcases support hz i j with h0 | h0
    · rw [h0, mul_zero]
    · have hc : ((i : ℕ) : ℂ) + (j : ℕ) = p + q := by linear_combination h0
      have hn : (i : ℕ) + (j : ℕ) = p + q := by exact_mod_cast hc
      have hi := i.isLt
      have hj := j.isLt
      have hip : (i : ℕ) ≠ p := fun e => hne (Prod.ext (Fin.ext e)
        (Fin.ext (by show (j : ℕ) = q; omega)))
      simp only [tv]
      rw [psi_zero (min p q) i p hip (by omega) (by omega), mul_zero, zero_mul]
  · simp
```

## States on either side of the parity condition

Unnormalised states built from $P=1$ and $P=m$ show a non-zero component at $L=p+q$, and a non-zero state satisfying the hypotheses at $L=p+q-1$ for $p,q\ge1$.

```lean
/-- The vector on the sector `m₁ + m₂ = 0` with components weight times weight times `P(m₁)`. -/
def zeroState (p q : ℕ) (P : ℂ → ℂ) : Fin (2 * p + 1) × Fin (2 * q + 1) → ℂ :=
  tv p q (fun x y => if x + y = p + q then P (x - p) else 0)

/-- If `P` satisfies the eigenvalue equation of the difference operator with eigenvalue `a`, then
`J_z` sends the vector `zeroState p q P` to zero and `J²` multiplies it by `a`. The vector may be
zero. -/
theorem zeroState_eigen (p q : ℕ) (P : ℂ → ℂ) (a : ℂ)
    (h : ∀ m : ℂ, (p - m) * (q - m) * P (m + 1) + (p + m) * (q + m) * P (m - 1)
      + (p * (p + 1) + q * (q + 1) - 2 * m ^ 2) * P m = a * P m) :
    total (Jz p) (Jz q) *ᵥ zeroState p q P = 0 ∧
    Jsq p q *ᵥ zeroState p q P = a • zeroState p q P := by
  constructor
  · rw [zeroState, total_tv (diag_wv p) (diag_wv q)]
    ext ⟨i, j⟩
    simp only [tv, Pi.zero_apply, add_zero]
    by_cases hs : ((i : ℕ) : ℂ) + (j : ℕ) = p + q
    · simp only [hs, if_true]
      linear_combination (weight p i * weight q j * P ((i : ℕ) - p) : ℂ) * hs
    · simp [hs]
  · rw [zeroState, Jsq_tv]
    ext ⟨i, j⟩
    simp only [tv, reduced, Pi.smul_apply, smul_eq_mul,
      show ((i : ℕ) : ℂ) - 1 + ((j : ℕ) + 1) = (i : ℕ) + (j : ℕ) by ring,
      show ((i : ℕ) : ℂ) + 1 + ((j : ℕ) - 1) = (i : ℕ) + (j : ℕ) by ring]
    by_cases hs : ((i : ℕ) : ℂ) + (j : ℕ) = p + q
    · have hj : ((j : ℕ) : ℂ) = q - (((i : ℕ) : ℂ) - p) := by linear_combination hs
      simp only [hs, if_true]
      rw [show ((i : ℕ) : ℂ) - 1 - p = (i : ℕ) - p - 1 by ring,
        show ((i : ℕ) : ℂ) + 1 - p = (i : ℕ) - p + 1 by ring, hj]
      linear_combination (weight p i * weight q j : ℂ) * h ((i : ℕ) - p)
    · simp [hs]

/-- For `L = p + q` the state with `P = 1` has `J_z = 0`, `J² = L(L+1)` and a non-zero
component along the product of the two `m = 0` states. -/
theorem even_parity_nonzero (p q : ℕ) :
    total (Jz p) (Jz q) *ᵥ zeroState p q (fun _ => 1) = 0 ∧
    Jsq p q *ᵥ zeroState p q (fun _ => 1)
      = (((p + q : ℕ) : ℂ) * ((p + q : ℕ) + 1)) • zeroState p q (fun _ => 1) ∧
    zeroState p q (fun _ => 1) (mid p, mid q) ≠ 0 := by
  have h := zeroState_eigen p q (fun _ => 1) (((p + q : ℕ) : ℂ) * ((p + q : ℕ) + 1))
    (by intro m; push_cast; ring)
  refine ⟨h.1, h.2, ?_⟩
  simpa [zeroState, tv, mid] using And.intro (weight_ne p p) (weight_ne q q)

/-- For `p, q ≥ 1` and `L = p + q - 1` the state with `P(m) = m` is non-zero and has
`J_z = 0`, `J² = L(L+1)` and `p + q + L` odd. -/
theorem parity_zero_witness (p q L : ℕ) (hp : 1 ≤ p) (hq : 1 ≤ q) (hL : p + q = L + 1) :
    total (Jz p) (Jz q) *ᵥ zeroState p q (fun m => m) = 0 ∧
    Jsq p q *ᵥ zeroState p q (fun m => m)
      = ((L : ℂ) * (L + 1)) • zeroState p q (fun m => m) ∧
    Odd (p + q + L) ∧ zeroState p q (fun m => m) ≠ 0 := by
  have hL' : (L : ℂ) = p + q - 1 := by
    have : (p : ℂ) + q = L + 1 := by exact_mod_cast hL
    linear_combination -this
  have h := zeroState_eigen p q (fun m => m) ((L : ℂ) * (L + 1))
    (by intro m; rw [hL']; ring)
  refine ⟨h.1, h.2, ⟨L, by omega⟩, fun h0 => ?_⟩
  -- the component with m₁ = 1, m₂ = -1 is a product of weights
  obtain ⟨r, rfl⟩ : ∃ r, q = r + 1 := ⟨q - 1, by omega⟩
  have h1 := congrFun h0 (⟨p + 1, by omega⟩, ⟨r, by omega⟩)
  simp only [zeroState, tv, Pi.zero_apply] at h1
  rw [if_pos (by push_cast; ring)] at h1
  refine mul_ne_zero (mul_ne_zero (weight_ne p (p + 1)) (weight_ne (r + 1) r)) ?_ h1
  push_cast
  rw [add_sub_cancel_left]
  exact one_ne_zero

end

end ParityZeros
```

```lean
#print axioms ParityZeros.parity_zero
#print axioms ParityZeros.even_parity_nonzero
```

```
'ParityZeros.parity_zero' depends on axioms: [propext, Classical.choice, Quot.sound]
'ParityZeros.even_parity_nonzero' depends on axioms: [propext, Classical.choice, Quot.sound]
```
